# Doubles CI is not size consistent for separated two-configuration monomers

## Hydrogen molecules far apart

Place \(N\) hydrogen molecules so far apart that they don't interact. Their total energy should be \(N\) times that of one molecule. Does configuration interaction with double excitations (doubles CI) respect this?

In a minimal model, each monomer \(i\) has a reference configuration and one doubly excited configuration, which lies \(2D>0\) higher and is coupled to the reference by a real matrix element \(K_i\). Doubles CI for the whole keeps the common reference and the configurations with exactly one monomer excited. Configurations in which two or more monomers are doubly excited at once are missing, because they are at least quadruple excitations of the whole. With reference coefficient 1, amplitudes \(c_i\) and correlation energy \(E\), the equations are

\[
\sum_i K_i c_i = E,\qquad K_i + 2D\,c_i = E\,c_i .
\]

## The energy inequality and its Lean form

Write \(\varepsilon(S)=D-\sqrt{D^2+S}\), where \(S\) is a sum of squared couplings. For identical monomers with \(K\neq0\) and \(N\ge2\),

\[
N\,\varepsilon(K^2) < \varepsilon(NK^2).
\]

This is `doublesCI_not_size_consistent`. More generally, `sum_dciEnergy_lt_iff` says that the energy of the whole lies strictly above the sum of the monomer energies exactly when at least two couplings are nonzero.

In Lean, a finite type `ι` labels the monomers, `DCIEquations` is the pair of equations above, and `dciEnergy D S` is \(\varepsilon(S)\). The theorem `energy_of_dciEquations` links the two: any solution with \(E<2D\) has energy \(\varepsilon(\sum_i K_i^2)\).

The equations are the starting point and are not derived from a molecular Hamiltonian. Unequal excitation energies, further configurations and interactions between monomers are not covered.

When at least two couplings are nonzero, the doubles-CI energy of the whole minus those of the monomers is therefore positive, although the monomers don't interact. Read as an interaction energy, this difference would be spurious.

## From the amplitudes to the inequality

Multiply the second equation by \(K_i\) and sum, using the first:

\[
S=\sum_i K_i^2=(E-2D)\sum_i K_ic_i=E(E-2D).
\]

If \(0<E<2D\), the right side would be negative, so \(E\le0\). Since \((D-E)^2=D^2+S\) and \(D-E>0\), we get \(E=\varepsilon(S)\).

The condition \(E<2D\) selects the lower root. Two monomers with \(D=1\), \(K_i=2\) have the solution \(c_i=-\tfrac12\), \(E=-2\), with normalised coefficients \(\sqrt{2/3},-1/\sqrt6,-1/\sqrt6\). Without the condition, \(c_i=1\), \(E=4\) also solves the equations, but \(\varepsilon(8)=-2\).

Now take two fragments with \(S,T>0\), and set \(a=\sqrt{D^2+S}\), \(b=\sqrt{D^2+T}\). Both exceed \(D\), so

\[
(a+b-D)^2=D^2+S+T+2(a-D)(b-D)>D^2+S+T .
\]

Taking roots gives \(\sqrt{D^2+S+T}<a+b-D\), that is, \(\varepsilon(S)+\varepsilon(T)<\varepsilon(S+T)\).

If \(S\) or \(T\) vanishes, equality holds, because \(\varepsilon(0)=0\). Adding monomers one at a time therefore gives \(\sum_i\varepsilon(K_i^2)\le\varepsilon(\sum_i K_i^2)\). If at least two of the \(K_i\) are nonzero, split off one of these monomers: the remainder still has a positive sum of squared couplings, and the inequality is strict. If at most one \(K_i\) is nonzero, both sides agree. Setting all \(K_i=K\) gives the result for \(N\) monomers.

## A fourth-order bound on the error

With \(s=\sqrt{D^2+S}\) and \(S=s^2-D^2\ge0\),

\[
\varepsilon(S)+\frac{S}{2D}=\frac{(s-D)^2}{2D}\ge0,
\]
\[
-\frac{S}{2D}+\frac{S^2}{8D^3}-\varepsilon(S)=\frac{(s-D)^3(s+3D)}{8D^3}\ge0 .
\]

Use the upper bound for the whole and the lower bound for each monomer. The second-order terms \(-NK^2/(2D)\) cancel, leaving an upper bound, which is not sharp (for \(N=1\) the error is zero):

\[
\varepsilon(NK^2)-N\varepsilon(K^2)\le\frac{N^2K^4}{8D^3}.
\]

## The complete Lean file

```lean
import Mathlib

open Finset

namespace DoublesCISizeConsistency

noncomputable section

/-- The doubles-CI equations in intermediate normalisation for separated monomers with
couplings `K i`, common double-excitation energy `2 * D`, amplitudes `c i` and
correlation energy `E`. -/
def DCIEquations {ι : Type*} [Fintype ι] (D : ℝ) (K c : ι → ℝ) (E : ℝ) : Prop :=
  ∑ i, K i * c i = E ∧ ∀ i, K i + 2 * D * c i = E * c i

/-- The doubles-CI correlation energy as a function of half the excitation energy, `D`,
and the sum `S` of the squared couplings. -/
def dciEnergy (D S : ℝ) : ℝ := D - Real.sqrt (D ^ 2 + S)

/-- A solution of the doubles-CI equations whose energy lies below the doubly excited
level `2 * D` has the energy `D - √(D² + ∑ K i²)`. -/
theorem energy_of_dciEquations {ι : Type*} [Fintype ι] {D E : ℝ} {K c : ι → ℝ}
    (hD : 0 < D) (h : DCIEquations D K c E) (hE : E < 2 * D) :
    E = dciEnergy D (∑ i, K i ^ 2) := by
  obtain ⟨href, hdbl⟩ := h
  -- eliminating the amplitudes gives the secular equation
  have hS : ∑ i, K i ^ 2 = (E - 2 * D) * E := by
    calc ∑ i, K i ^ 2 = ∑ i, (E - 2 * D) * (K i * c i) := by
          apply Finset.sum_congr rfl
          intro i _
          linear_combination K i * hdbl i
      _ = (E - 2 * D) * E := by rw [← Finset.mul_sum, href]
  have hnn : 0 ≤ ∑ i, K i ^ 2 := Finset.sum_nonneg fun i _ => sq_nonneg (K i)
  have hE0 : E ≤ 0 := by
    by_contra hpos
    have hp := mul_pos (sub_pos.2 hE) (not_le.1 hpos)
    nlinarith
  have hsq : D ^ 2 + (E - 2 * D) * E = (D - E) ^ 2 := by ring
  rw [dciEnergy, hS, hsq, Real.sqrt_sq (by linarith)]
  ring

/-- Two monomers with `D = 1` and couplings `2` solve the doubles-CI equations with
amplitudes `-1/2` and energy `-2`, which lies below the doubly excited level. -/
theorem dciEquations_witness :
    DCIEquations 1 (fun _ : Fin 2 => 2) (fun _ => -1 / 2) (-2) ∧ (-2 : ℝ) < 2 * 1 := by
  refine ⟨⟨?_, fun _ => ?_⟩, ?_⟩
  · rw [Fin.sum_univ_two]
    norm_num
  · norm_num
  · norm_num

/-- Without coupling the correlation energy vanishes. -/
theorem dciEnergy_zero {D : ℝ} (hD : 0 < D) : dciEnergy D 0 = 0 := by
  rw [dciEnergy, add_zero, Real.sqrt_sq hD.le, sub_self]

/-- For two separated fragments, each with a positive sum of squared couplings (`S` and `T`), the
doubles-CI energy of the pair lies strictly above the sum of the fragment energies. -/
theorem dciEnergy_two_fragments {D S T : ℝ} (hD : 0 < D) (hS : 0 < S) (hT : 0 < T) :
    dciEnergy D S + dciEnergy D T < dciEnergy D (S + T) := by
  have ha : D < Real.sqrt (D ^ 2 + S) := Real.lt_sqrt_of_sq_lt (by linarith)
  have hb : D < Real.sqrt (D ^ 2 + T) := Real.lt_sqrt_of_sq_lt (by linarith)
  have ha2 := Real.sq_sqrt (show 0 ≤ D ^ 2 + S by positivity)
  have hb2 := Real.sq_sqrt (show 0 ≤ D ^ 2 + T by positivity)
  unfold dciEnergy
  set a := Real.sqrt (D ^ 2 + S)
  set b := Real.sqrt (D ^ 2 + T)
  -- (a + b - D)² exceeds D² + S + T by 2 (a - D) (b - D)
  have hc : Real.sqrt (D ^ 2 + (S + T)) < a + b - D := by
    rw [Real.sqrt_lt' (by linarith)]
    have hp := mul_pos (sub_pos.2 ha) (sub_pos.2 hb)
    nlinarith
  linarith

/-- For any finite set of monomers, the sum of the monomer energies does not exceed the
doubles-CI energy of the whole. -/
theorem sum_dciEnergy_le {ι : Type*} {D : ℝ} (hD : 0 < D) (K : ι → ℝ) (s : Finset ι) :
    ∑ i ∈ s, dciEnergy D (K i ^ 2) ≤ dciEnergy D (∑ i ∈ s, K i ^ 2) := by
  classical
  induction s using Finset.induction_on with
  | empty => simp [dciEnergy_zero hD]
  | insert a s ha ih =>
    rw [Finset.sum_insert ha, Finset.sum_insert ha]
    have hT : 0 ≤ ∑ i ∈ s, K i ^ 2 := Finset.sum_nonneg fun i _ => sq_nonneg (K i)
    rcases (sq_nonneg (K a)).eq_or_lt with h0 | hpos
    · rw [← h0, dciEnergy_zero hD, zero_add, zero_add]
      exact ih
    · rcases hT.eq_or_lt with h0 | hTpos
      · rw [← h0, dciEnergy_zero hD] at ih
        rw [← h0, add_zero]
        linarith
      · linarith [dciEnergy_two_fragments hD hpos hTpos]

/-- The doubles-CI energy of separated monomers lies strictly above the sum of the monomer
energies exactly when at least two monomers have a nonzero coupling. -/
theorem sum_dciEnergy_lt_iff {ι : Type*} [Fintype ι] {D : ℝ} (hD : 0 < D) (K : ι → ℝ) :
    ∑ i, dciEnergy D (K i ^ 2) < dciEnergy D (∑ i, K i ^ 2) ↔
      ∃ i j, i ≠ j ∧ K i ≠ 0 ∧ K j ≠ 0 := by
  classical
  constructor
  · intro h
    by_contra hn
    have hz : ∀ i, K i ≠ 0 → ∀ j, j ≠ i → K j = 0 := fun i hi j hji =>
      by_contra fun hj => hn ⟨i, j, hji.symm, hi, hj⟩
    by_cases hex : ∃ i, K i ≠ 0
    · -- a single coupled monomer carries both sides
      obtain ⟨i, hi⟩ := hex
      have h1 : ∑ j, dciEnergy D (K j ^ 2) = dciEnergy D (K i ^ 2) :=
        Finset.sum_eq_single i (fun j _ hj => by simp [hz i hi j hj, dciEnergy_zero hD])
          (fun hh => absurd (Finset.mem_univ i) hh)
      have h2 : ∑ j, K j ^ 2 = K i ^ 2 :=
        Finset.sum_eq_single i (fun j _ hj => by simp [hz i hi j hj])
          (fun hh => absurd (Finset.mem_univ i) hh)
      rw [h1, h2] at h
      exact lt_irrefl _ h
    · have h0 : ∀ i, K i = 0 := fun i => by_contra fun hi => hex ⟨i, hi⟩
      simp [h0, dciEnergy_zero hD] at h
  · rintro ⟨i, j, hij, hi, hj⟩
    -- split off monomer i; monomer j keeps the remainder coupled
    have hrest : 0 < ∑ k ∈ univ.erase i, K k ^ 2 :=
      Finset.sum_pos' (fun k _ => sq_nonneg (K k))
        ⟨j, Finset.mem_erase.2 ⟨hij.symm, Finset.mem_univ j⟩, by positivity⟩
    have hKi : 0 < K i ^ 2 := by positivity
    rw [← Finset.add_sum_erase univ (fun k => dciEnergy D (K k ^ 2)) (Finset.mem_univ i),
      ← Finset.add_sum_erase univ (fun k => K k ^ 2) (Finset.mem_univ i)]
    linarith [dciEnergy_two_fragments hD hKi hrest, sum_dciEnergy_le hD K (univ.erase i)]

/-- Doubles CI is not size consistent: for `N ≥ 2` identical separated monomers, each with a nonzero
coupling `K` between its own two configurations, its correlation energy is strictly greater than `N`
times the monomer energy. -/
theorem doublesCI_not_size_consistent {D K : ℝ} {N : ℕ} (hD : 0 < D) (hK : K ≠ 0)
    (hN : 2 ≤ N) :
    N * (D - Real.sqrt (D ^ 2 + K ^ 2)) < D - Real.sqrt (D ^ 2 + N * K ^ 2) := by
  have h := (sum_dciEnergy_lt_iff hD (fun _ : Fin N => K)).2
    ⟨⟨0, by omega⟩, ⟨1, by omega⟩, by simp, hK, hK⟩
  simp only [Finset.sum_const, Finset.card_univ, Fintype.card_fin, nsmul_eq_mul,
    dciEnergy] at h
  exact h

/-- The doubles-CI energy is never below the second-order energy `-S / (2 * D)` and exceeds it by at
most `S² / (8 * D³)`. -/
theorem dciEnergy_second_order {D S : ℝ} (hD : 0 < D) (hS : 0 ≤ S) :
    -S / (2 * D) ≤ dciEnergy D S ∧
      dciEnergy D S ≤ -S / (2 * D) + S ^ 2 / (8 * D ^ 3) := by
  have hs : D ≤ Real.sqrt (D ^ 2 + S) := Real.le_sqrt_of_sq_le (by linarith)
  have hs2 := Real.sq_sqrt (show 0 ≤ D ^ 2 + S by positivity)
  unfold dciEnergy
  set s := Real.sqrt (D ^ 2 + S)
  have hx : S = s ^ 2 - D ^ 2 := by linarith
  have hd : 0 ≤ s - D := sub_nonneg.2 hs
  -- both differences are explicit nonnegative expressions in s - D
  have e1 : D - s - -S / (2 * D) = (s - D) ^ 2 / (2 * D) := by
    rw [hx]
    field_simp
    ring
  have e2 : -S / (2 * D) + S ^ 2 / (8 * D ^ 3) - (D - s)
      = (s - D) ^ 3 * (s + 3 * D) / (8 * D ^ 3) := by
    rw [hx]
    field_simp
    ring
  have p1 : 0 ≤ (s - D) ^ 2 / (2 * D) := by positivity
  have p2 : 0 ≤ (s - D) ^ 3 * (s + 3 * D) / (8 * D ^ 3) :=
    div_nonneg (mul_nonneg (pow_nonneg hd 3) (by linarith)) (by positivity)
  constructor <;> linarith

/-- The size-consistency error of doubles CI for `N` identical monomers is at most
`N² K⁴ / (8 * D³)`. -/
theorem size_consistency_error_le {D : ℝ} (hD : 0 < D) (K : ℝ) (N : ℕ) :
    dciEnergy D (N * K ^ 2) - N * dciEnergy D (K ^ 2)
      ≤ (N : ℝ) ^ 2 * K ^ 4 / (8 * D ^ 3) := by
  have h1 := (dciEnergy_second_order hD (show 0 ≤ (N : ℝ) * K ^ 2 by positivity)).2
  have h2 := mul_le_mul_of_nonneg_left (dciEnergy_second_order hD (sq_nonneg K)).1
    (Nat.cast_nonneg (α := ℝ) N)
  -- the second-order energies are additive and cancel
  have e : -((N : ℝ) * K ^ 2) / (2 * D) + ((N : ℝ) * K ^ 2) ^ 2 / (8 * D ^ 3)
      - N * (-K ^ 2 / (2 * D)) = (N : ℝ) ^ 2 * K ^ 4 / (8 * D ^ 3) := by ring
  linarith

end

end DoublesCISizeConsistency
```

```lean
#print axioms DoublesCISizeConsistency.energy_of_dciEquations
-- 'DoublesCISizeConsistency.energy_of_dciEquations' depends on axioms: [propext, Classical.choice, Quot.sound]
#print axioms DoublesCISizeConsistency.doublesCI_not_size_consistent
-- 'DoublesCISizeConsistency.doublesCI_not_size_consistent' depends on axioms: [propext, Classical.choice, Quot.sound]
#print axioms DoublesCISizeConsistency.size_consistency_error_le
-- 'DoublesCISizeConsistency.size_consistency_error_le' depends on axioms: [propext, Classical.choice, Quot.sound]
```

## How the proof follows the algebra

In `energy_of_dciEquations`, `linear_combination K i * hdbl i` multiplies the amplitude equation by \(K_i\), and `nlinarith` excludes positive \(E\). `dciEquations_witness` checks the solution with \(E=-2\).

`dciEnergy_two_fragments` contains the central step. `Real.sqrt_lt'` turns the root inequality into one between squares, and `nlinarith` closes it from the positive product \((a-D)(b-D)\).

`sum_dciEnergy_le` is the induction over monomers, with `dciEnergy_zero` handling those with \(K_i=0\). In `sum_dciEnergy_lt_iff`, `Finset.sum_eq_single` reduces both sums to the only monomer with \(K_i\neq0\), while `Finset.add_sum_erase` splits one off for the strict case. The theorem for \(N\) monomers applies this to a constant coupling on `Fin N`, with monomers 0 and 1 as two whose couplings are nonzero.

In `dciEnergy_second_order`, `field_simp` and `ring` verify the two identities for \(s\). `size_consistency_error_le` combines the resulting bounds.
